# Hopping weights exp(±μ) leave the characteristic polynomial of an open nearest-neighbour chain unchanged

Let \(A\) be a complex \(n\times n\) matrix whose entries \(A_{ij}\) vanish for \(|i-j|>1\), with sites numbered \(0,\dots,n-1\). For complex \(\mu\), let \(A_\mu\) be the matrix obtained by multiplying every entry \(A_{i,i+1}\) by \(e^{\mu}\) and every entry \(A_{i+1,i}\) by \(e^{-\mu}\). In Euclidean lattice field theory, a chemical potential is commonly introduced in this way on the hops along the imaginary-time direction, here with the lattice spacing set to 1; the sites are then time slices. On a chain in space the same weights with real \(\mu\) would describe an imaginary vector potential, while a chemical potential would shift the diagonal entries.

I was taught that on an open chain this \(\mu\) can be gauged away, so that \(A_\mu\) and \(A\) have the same characteristic polynomial. I would like to see that made rigorous and machine-checked, and to see what changes when the chain is closed into a ring. How does the argument go?

## Moving the weights into site factors

Let \(G=\mathrm{diag}(1,e^{\mu},\dots,e^{(n-1)\mu})\), that is, \(G_{ii}=e^{\mu i}\). Its inverse has diagonal entries \(e^{-\mu i}\), so

\[
(G^{-1}AG)_{ij}=e^{-\mu i}A_{ij}e^{\mu j}=e^{\mu(j-i)}A_{ij}.
\]

The factor is \(e^{\mu}\) for \(j=i+1\), \(e^{-\mu}\) for \(j=i-1\), and 1 on the diagonal. All other entries of \(A\) are zero. Hence \(A_\mu=G^{-1}AG\), and

\[
\det(x-A_\mu)=\det\!\big(G^{-1}(x-A)G\big)=\det(x-A).
\]

The eigenvalues therefore agree, with their algebraic multiplicities. The eigenvectors generally change: if \(Av=Ev\), then \(w=G^{-1}v\), with components \(w_i=e^{-\mu i}v_i\), satisfies

\[
A_\mu w=G^{-1}AGG^{-1}v=G^{-1}Av=Ew.
\]

## The weight that a ring retains

On a ring, the entry \((n-1,0)\) is also a forward hop and carries \(e^{\mu}\), while \((0,n-1)\) carries \(e^{-\mu}\). Start from a matrix with weights \(e^{n\mu}\) and \(e^{-n\mu}\) on these two entries only, and conjugate it by \(G\) as before. The closing entries acquire

\[
e^{-(n-1)\mu}e^{n\mu}=e^{\mu},\qquad e^{(n-1)\mu}e^{-n\mu}=e^{-\mu},
\]

and every other link gets its usual weight. The chemical potential can thus be collected on the closing link, but it need not disappear.

For three sites with unit hopping, only the two cyclic products contribute to the determinant, which is \(e^{3\mu}+e^{-3\mu}\). At \(\mu=0\) it equals 2. If the characteristic polynomial is unchanged, then \(z=e^{3\mu}\) satisfies \(z+z^{-1}=2\), so \((z-1)^2=0\) and \(z=1\). Conversely, if \(z=1\), the closing link has trivial weights and the polynomial is unchanged.

## What the Lean theorems say

The main theorem, `charpoly_withChemicalPotential`, states that for every \(n\), every complex `μ` and every `A` satisfying `IsOpenChain A`, the matrices `withChemicalPotential μ A` and `A` have equal characteristic polynomials.

- `Matrix (Fin n) (Fin n) ℂ` is the lattice operator; `Fin n` labels the sites from 0.
- `IsOpenChain` stands for the absence of any hop beyond nearest neighbours, including a link between the two ends of a longer chain. Neither Hermiticity nor uniform hopping is required.
- `gauge n μ` is \(G\), and `gauge n (-μ)` is \(G^{-1}\). For real \(\mu\neq0\) and \(n\geq2\) these matrices are not unitary, so "gauge transformation" in the code means a similarity transformation that need not preserve the norm of a vector.
- `IsClosedRing` also allows the two corner entries. `ringChemicalPotential` weights all links, and `boundaryTwist` only the closing one. The picture of a separate closing link applies from \(n=3\); for \(n=2\) it coincides with the only link, and for \(n=1\) with the diagonal entry.

`eigenvector_withChemicalPotential` gives the transformed eigenvalue equation, `charpoly_ringChemicalPotential` the transfer to the closing link, and `charpoly_triangle_iff` the criterion for three sites.

The entries are scalars, so spin and colour blocks are not covered, nor are interactions or infinite chains. Within this finite, non-interacting, one-dimensional model with nearest-neighbour hopping, the result shows that a lattice determinant can respond to \(\mu\) only if the boundary conditions let a particle wind around the lattice.

```lean
import Mathlib

open Matrix

namespace LatticeChemicalPotential

noncomputable section

variable {n : ℕ}

/-- An open chain: matrix elements beyond nearest neighbours vanish. -/
def IsOpenChain (A : Matrix (Fin n) (Fin n) ℂ) : Prop :=
  ∀ i j : Fin n, (i.val + 1 < j.val ∨ j.val + 1 < i.val) → A i j = 0

/-- A closed ring: nearest-neighbour matrix elements, together with the two elements
that join the last site to the first. -/
def IsClosedRing (A : Matrix (Fin n) (Fin n) ℂ) : Prop :=
  ∀ i j : Fin n, (i.val + 1 < j.val ∨ j.val + 1 < i.val) →
    ¬(i.val + 1 = n ∧ j.val = 0) → ¬(i.val = 0 ∧ j.val + 1 = n) → A i j = 0

/-- The chemical potential on a chain: superdiagonal entries are multiplied by `exp μ`,
subdiagonal entries by `exp (-μ)`. -/
def withChemicalPotential (μ : ℂ) (A : Matrix (Fin n) (Fin n) ℂ) :
    Matrix (Fin n) (Fin n) ℂ :=
  Matrix.of fun i j =>
    if j.val = i.val + 1 then Complex.exp μ * A i j
    else if i.val = j.val + 1 then Complex.exp (-μ) * A i j
    else A i j

/-- Weights `exp θ` and `exp (-θ)` on the two entries of the closing link only; for `n = 1` the
single entry gets `exp θ`. -/
def boundaryTwist (θ : ℂ) (A : Matrix (Fin n) (Fin n) ℂ) : Matrix (Fin n) (Fin n) ℂ :=
  Matrix.of fun i j =>
    if i.val + 1 = n ∧ j.val = 0 then Complex.exp θ * A i j
    else if i.val = 0 ∧ j.val + 1 = n then Complex.exp (-θ) * A i j
    else A i j

/-- The chemical potential on a ring: for `n ≥ 3` the closing link carries the same weights `exp μ`
and `exp (-μ)` as every other link. -/
def ringChemicalPotential (μ : ℂ) (A : Matrix (Fin n) (Fin n) ℂ) :
    Matrix (Fin n) (Fin n) ℂ :=
  Matrix.of fun i j =>
    if i.val + 1 = n ∧ j.val = 0 then Complex.exp μ * A i j
    else if i.val = 0 ∧ j.val + 1 = n then Complex.exp (-μ) * A i j
    else withChemicalPotential μ A i j

/-- The site-dependent gauge factor `exp (μ i)`, as a diagonal matrix. -/
def gauge (n : ℕ) (μ : ℂ) : Matrix (Fin n) (Fin n) ℂ :=
  Matrix.diagonal fun i => Complex.exp (μ * (i.val : ℂ))

/-- The gauge factors for `μ` and `-μ` are inverse to each other. -/
theorem gauge_mul_gauge_neg (μ : ℂ) :
    gauge n μ * gauge n (-μ) = 1 := by
  unfold gauge
  rw [Matrix.diagonal_mul_diagonal, ← Matrix.diagonal_one]
  congr 1
  funext i
  have h : μ * (i.val : ℂ) + -μ * (i.val : ℂ) = 0 := by ring
  rw [← Complex.exp_add, h, Complex.exp_zero]

/-- A gauge transformation multiplies the hop between sites `i` and `j` by
`exp (μ (j - i))`. -/
theorem gauge_conj_apply (μ : ℂ) (A : Matrix (Fin n) (Fin n) ℂ) (i j : Fin n) :
    (gauge n (-μ) * A * gauge n μ) i j
      = Complex.exp (μ * ((j.val : ℂ) - (i.val : ℂ))) * A i j := by
  unfold gauge
  rw [Matrix.mul_diagonal, Matrix.diagonal_mul]
  have h : μ * ((j.val : ℂ) - (i.val : ℂ)) = -μ * (i.val : ℂ) + μ * (j.val : ℂ) := by ring
  rw [h, Complex.exp_add]
  ring

/-- A gauge transformation leaves the characteristic polynomial unchanged. -/
theorem charpoly_gauge_conj (μ : ℂ) (A : Matrix (Fin n) (Fin n) ℂ) :
    (gauge n (-μ) * A * gauge n μ).charpoly = A.charpoly := by
  rw [Matrix.charpoly_mul_comm, ← mul_assoc, gauge_mul_gauge_neg, one_mul]

/-- Where hops beyond nearest neighbours are absent, the chemical potential multiplies
the matrix element by `exp (μ (j - i))`. -/
theorem withChemicalPotential_apply (μ : ℂ) (A : Matrix (Fin n) (Fin n) ℂ) (i j : Fin n)
    (hA : (i.val + 1 < j.val ∨ j.val + 1 < i.val) → A i j = 0) :
    withChemicalPotential μ A i j
      = Complex.exp (μ * ((j.val : ℂ) - (i.val : ℂ))) * A i j := by
  simp only [withChemicalPotential, Matrix.of_apply]
  split_ifs with h1 h2
  · have h : (j.val : ℂ) = (i.val : ℂ) + 1 := by exact_mod_cast h1
    have e : μ * ((j.val : ℂ) - (i.val : ℂ)) = μ := by linear_combination μ * h
    rw [e]
  · have h : (i.val : ℂ) = (j.val : ℂ) + 1 := by exact_mod_cast h2
    have e : μ * ((j.val : ℂ) - (i.val : ℂ)) = -μ := by linear_combination -μ * h
    rw [e]
  · by_cases h3 : i.val = j.val
    · rw [h3, sub_self, mul_zero, Complex.exp_zero, one_mul]
    · rw [hA (by omega), mul_zero]

/-- On an open chain the chemical potential is a gauge transformation. -/
theorem withChemicalPotential_eq_gauge_conj (μ : ℂ) {A : Matrix (Fin n) (Fin n) ℂ}
    (hA : IsOpenChain A) :
    withChemicalPotential μ A = gauge n (-μ) * A * gauge n μ := by
  ext i j
  rw [gauge_conj_apply, withChemicalPotential_apply μ A i j (hA i j)]

/-- On an open chain the characteristic polynomial does not depend on the complex
chemical potential. -/
theorem charpoly_withChemicalPotential (μ : ℂ) {A : Matrix (Fin n) (Fin n) ℂ}
    (hA : IsOpenChain A) :
    (withChemicalPotential μ A).charpoly = A.charpoly := by
  rw [withChemicalPotential_eq_gauge_conj μ hA, charpoly_gauge_conj]

/-- If `v` solves the eigenvalue equation of the open chain with eigenvalue `E`, then `exp (-μ i) v
i` solves that of the chain with chemical potential at the same `E`. -/
theorem eigenvector_withChemicalPotential (μ E : ℂ) {A : Matrix (Fin n) (Fin n) ℂ}
    (hA : IsOpenChain A) {v : Fin n → ℂ} (hv : A *ᵥ v = E • v) :
    withChemicalPotential μ A *ᵥ (fun i => Complex.exp (-μ * (i.val : ℂ)) * v i)
      = E • (fun i => Complex.exp (-μ * (i.val : ℂ)) * v i) := by
  have hw : (fun i : Fin n => Complex.exp (-μ * (i.val : ℂ)) * v i) = gauge n (-μ) *ᵥ v := by
    funext i
    rw [gauge, Matrix.mulVec_diagonal]
  rw [hw, withChemicalPotential_eq_gauge_conj μ hA, Matrix.mulVec_mulVec, mul_assoc,
    gauge_mul_gauge_neg, mul_one, ← Matrix.mulVec_mulVec, hv, Matrix.mulVec_smul]

/-- On a closed ring of `n` sites the matrix with chemical potential `μ` has the same characteristic
polynomial as the matrix `boundaryTwist (n * μ) A`, in which only the closing link is weighted. -/
theorem charpoly_ringChemicalPotential (μ : ℂ) {A : Matrix (Fin n) (Fin n) ℂ}
    (hA : IsClosedRing A) :
    (ringChemicalPotential μ A).charpoly = (boundaryTwist (n * μ) A).charpoly := by
  rw [← charpoly_gauge_conj μ (boundaryTwist (n * μ) A)]
  congr 1
  ext i j
  rw [gauge_conj_apply]
  by_cases h1 : i.val + 1 = n ∧ j.val = 0
  · -- the closing link, from the last site to the first
    simp only [ringChemicalPotential, boundaryTwist, Matrix.of_apply, if_pos h1]
    have hi : (n : ℂ) = (i.val : ℂ) + 1 := by exact_mod_cast h1.1.symm
    have hj : (j.val : ℂ) = 0 := by exact_mod_cast h1.2
    have e : μ * ((j.val : ℂ) - (i.val : ℂ)) + n * μ = μ := by
      linear_combination μ * hj + μ * hi
    rw [← mul_assoc, ← Complex.exp_add, e]
  · by_cases h2 : i.val = 0 ∧ j.val + 1 = n
    · -- the closing link in the opposite direction
      simp only [ringChemicalPotential, boundaryTwist, Matrix.of_apply, if_neg h1, if_pos h2]
      have hi : (i.val : ℂ) = 0 := by exact_mod_cast h2.1
      have hj : (n : ℂ) = (j.val : ℂ) + 1 := by exact_mod_cast h2.2.symm
      have e : μ * ((j.val : ℂ) - (i.val : ℂ)) + -(n * μ) = -μ := by
        linear_combination -μ * hi - μ * hj
      rw [← mul_assoc, ← Complex.exp_add, e]
    · simp only [ringChemicalPotential, boundaryTwist, Matrix.of_apply, if_neg h1, if_neg h2]
      exact withChemicalPotential_apply μ A i j (fun h => hA i j h h1 h2)

/-- The ring of three sites with unit hopping. -/
def triangle : Matrix (Fin 3) (Fin 3) ℂ := !![0, 1, 1; 1, 0, 1; 1, 1, 0]

/-- The determinant of the three-site ring with chemical potential `μ` is
`exp (3 μ) + exp (-3 μ)`. -/
theorem det_triangle (μ : ℂ) :
    (ringChemicalPotential μ triangle).det
      = Complex.exp (3 * μ) + Complex.exp (-(3 * μ)) := by
  have h (z : ℂ) : Complex.exp (3 * z) = Complex.exp z * Complex.exp z * Complex.exp z := by
    rw [← Complex.exp_add, ← Complex.exp_add]
    congr 1
    ring
  rw [← mul_neg, h, h, Matrix.det_fin_three]
  simp [ringChemicalPotential, withChemicalPotential, triangle]

/-- On the three-site ring the characteristic polynomial is unchanged by the chemical
potential exactly when `exp (3 μ) = 1`. -/
theorem charpoly_triangle_iff (μ : ℂ) :
    (ringChemicalPotential μ triangle).charpoly = triangle.charpoly
      ↔ Complex.exp (3 * μ) = 1 := by
  constructor
  · intro h
    -- equal characteristic polynomials have equal determinants
    have hd : (ringChemicalPotential μ triangle).det = triangle.det := by
      rw [Matrix.det_eq_sign_charpoly_coeff, h, ← Matrix.det_eq_sign_charpoly_coeff]
    have h2 : triangle.det = 2 := by
      rw [Matrix.det_fin_three]
      simp [triangle]
      norm_num
    rw [det_triangle, h2] at hd
    have hx : Complex.exp (3 * μ) * Complex.exp (-(3 * μ)) = 1 := by
      rw [← Complex.exp_add, add_neg_cancel, Complex.exp_zero]
    have hs : (Complex.exp (3 * μ) - 1) ^ 2 = 0 := by
      linear_combination Complex.exp (3 * μ) * hd - hx
    exact sub_eq_zero.mp (pow_eq_zero_iff two_ne_zero |>.mp hs)
  · intro h
    have hr : IsClosedRing triangle := by
      intro i j h0 h1 h2
      exfalso
      have := i.isLt
      have := j.isLt
      omega
    have hb : boundaryTwist (((3 : ℕ) : ℂ) * μ) triangle = triangle := by
      have h' : Complex.exp (((3 : ℕ) : ℂ) * μ) = 1 := by
        push_cast
        exact h
      ext i j
      simp only [boundaryTwist, Matrix.of_apply, Complex.exp_neg, h', inv_one, one_mul, ite_self]
    rw [charpoly_ringChemicalPotential μ hr, hb]

end

end LatticeChemicalPotential
```

```lean
#print axioms LatticeChemicalPotential.charpoly_withChemicalPotential
-- 'LatticeChemicalPotential.charpoly_withChemicalPotential' depends on axioms: [propext, Classical.choice, Quot.sound]
#print axioms LatticeChemicalPotential.eigenvector_withChemicalPotential
-- 'LatticeChemicalPotential.eigenvector_withChemicalPotential' depends on axioms: [propext, Classical.choice, Quot.sound]
#print axioms LatticeChemicalPotential.charpoly_triangle_iff
-- 'LatticeChemicalPotential.charpoly_triangle_iff' depends on axioms: [propext, Classical.choice, Quot.sound]
```

## How the proof follows the algebra

`gauge_mul_gauge_neg` proves \(GG^{-1}=1\) by adding exponents, and `gauge_conj_apply` computes the conjugated entry. In `charpoly_gauge_conj`, `Matrix.charpoly_mul_comm` exchanges the factors \(G^{-1}A\) and \(G\), after which \(GG^{-1}\) cancels. This replaces the determinant manipulation above.

`withChemicalPotential_apply` compares the weights. Its `split_ifs` separates forward hops, backward hops and the rest; the rest is either diagonal or zero by hypothesis. Because that hypothesis concerns a single entry, the lemma also serves for the interior links of the ring. `withChemicalPotential_eq_gauge_conj` assembles the entries into \(A_\mu=G^{-1}AG\), from which the main theorem and the eigenvector statement follow.

The ring theorem treats the two closing entries separately, with `linear_combination` checking the exponents. For the triangle, `det_triangle` expands the \(3\times3\) determinant. The forward direction of `charpoly_triangle_iff` recovers determinants from characteristic polynomials and derives \((e^{3\mu}-1)^2=0\); the reverse direction applies the ring theorem.

## Without the open-chain condition

The triangle has a nonzero entry \((0,2)\), so it is not an open chain. With all three links weighted, any real \(\mu\neq0\) gives a determinant \(2\cosh 3\mu>2\), and the characteristic polynomial changes. If `withChemicalPotential` is applied instead, the corner entries stay unweighted and a direct expansion, which the file does not carry out, gives \(2\cosh 2\mu\). For real \(\mu\neq0\) this also differs from 2, so the conclusion of the main theorem does not hold for this matrix.

## Weighting every hop by its distance

Another definition would multiply every entry by \(e^{\mu(j-i)}\), whatever its range. The result would then be \(G^{-1}AG\) for any matrix, and invariance would need no open-chain condition. On a ring, however, the hop from the last index to the first would carry \(e^{-(n-1)\mu}\) instead of \(e^{\mu}\). That definition would remove the very winding dependence that a chemical potential on a ring is meant to describe.
